# An exponential error bound for Cholesky-compressed MP2 denominators with gaps in a positive interval

In second-order Møller–Plesset theory (MP2), each pair of excitations contributes products of two-electron integrals divided by the sum of the two excitation gaps. This denominator ties the two excitations together. Replacing its inverse by a short sum of products, one factor per excitation, removes this coupling, though the integrals still couple the excitations. Cholesky decomposition supplies such a sum.

Let $\iota$ be the set of excitations, with $i,j\in\iota$, and let $x_i$ be the gap of excitation $i$: virtual minus occupied orbital energy. The pivots are $p_0,p_1,\dots$, numbered from zero, and $y_m=x_{p_m}$ is the gap of pivot $m$. The number of steps is $k$, and $a,b$ are lower and upper bounds on the gaps.

In Lean 4 with Mathlib:

```lean
import Mathlib

namespace CholeskyMP2Denominators

noncomputable section

variable {ι : Type*} {x : ι → ℝ} {p : ℕ → ι} {k : ℕ} {a b : ℝ}
```

The matrix to be compressed is $M_{ij}=1/(x_i+x_j)$.

```lean
/-- The matrix of energy denominators `1 / (x i + x j)` for gaps `x` whose pairwise sums are
nonzero. -/
def denominatorMatrix (x : ι → ℝ) : Matrix ι ι ℝ := fun i j => 1 / (x i + x j)
```

A Cholesky step on pivot $q$ subtracts the rank-one matrix that reproduces row and column $q$:
$$R_{ij}\mapsto R_{ij}-\frac{R_{iq}R_{qj}}{R_{qq}}.$$

```lean
/-- One Cholesky step on the pivot `q`, for a matrix whose diagonal entry at `q` is nonzero. -/
def choleskyStep (R : Matrix ι ι ℝ) (q : ι) : Matrix ι ι ℝ :=
  fun i j => R i j - R i q * R q j / R q q
```

The residual $R^{(k)}$ is the result of $k$ such steps, starting from $R^{(0)}=M$.

```lean
/-- What is left of the denominator matrix after Cholesky steps on the pivots
`p 0, ..., p (k - 1)`. -/
def residual (x : ι → ℝ) (p : ℕ → ι) : ℕ → Matrix ι ι ℝ
  | 0 => denominatorMatrix x
  | k + 1 => choleskyStep (residual x p k) (p k)
```

The pivots used must have pairwise distinct gaps, since a repeated gap would give a zero pivot value. Degenerate excitations may still occur in $\iota$; at most one of each degenerate set serves as a pivot. No rule for choosing the pivots is imposed.

```lean
/-- The first `k` pivots have pairwise distinct gaps. -/
def DistinctPivots (x : ι → ℝ) (p : ℕ → ι) (k : ℕ) : Prop :=
  ∀ m < k, ∀ l < m, x (p l) ≠ x (p m)
```

The residual will be expressed through
$$d^{(k)}_i=\prod_{m<k}\frac{x_i-y_m}{x_i+y_m},$$
called `damping` in the code, which is not a textbook name.

```lean
/-- The product of the factors `(x i - y) / (x i + y)` over the first `k` pivot gaps `y`,
for positive gaps. -/
def damping (x : ι → ℝ) (p : ℕ → ι) (k : ℕ) (i : ι) : ℝ :=
  ∏ m ∈ Finset.range k, (x i - x (p m)) / (x i + x (p m))
```

The Cholesky vectors are the scaled pivot columns, $L^{(m)}_i=R^{(m)}_{i p_m}/\sqrt{R^{(m)}_{p_m p_m}}$.

```lean
/-- The Cholesky vector number `m`: the pivot column of the residual divided by the square root
of the pivot value, for a positive pivot value. -/
def choleskyVector (x : ι → ℝ) (p : ℕ → ι) (m : ℕ) (i : ι) : ℝ :=
  residual x p m i (p m) / √(residual x p m (p m) (p m))
```

The compressed matrix is $\sum_{m<k}L^{(m)}_iL^{(m)}_j$.

```lean
/-- The compressed denominator matrix: a sum of `k` products of Cholesky vectors. -/
def lowRank (x : ι → ℝ) (p : ℕ → ι) (k : ℕ) : Matrix ι ι ℝ :=
  fun i j => ∑ m ∈ Finset.range k, choleskyVector x p m i * choleskyVector x p m j
```

## The residual in closed form

With positive gaps, every denominator $x_i+y_m$ is positive, and a numerator $x_i-y_m$ vanishes only if $x_i=y_m$. So $d^{(k)}_i\neq0$ whenever $x_i$ differs from all $k$ pivot gaps.

```lean
/-- For positive gaps, the damping is nonzero at every gap that differs from the pivot gaps. -/
theorem damping_ne_zero (hx : ∀ i, 0 < x i) {i : ι} (h : ∀ l < k, x (p l) ≠ x i) :
    damping x p k i ≠ 0 :=
  Finset.prod_ne_zero_iff.mpr fun m hm =>
    div_ne_zero (sub_ne_zero.mpr (h m (Finset.mem_range.mp hm)).symm)
      (add_pos (hx i) (hx (p m))).ne'
```

The central formula is $R^{(k)}_{ij}=d^{(k)}_id^{(k)}_j/(x_i+x_j)$. For $k=0$ the products are empty and this is $M_{ij}$. For the next step, write $d=d^{(k)}$ and $y=y_k$. The new pivot's damping $d_{p_k}$ is nonzero and cancels:
$$\frac{R_{ip_k}R_{p_kj}}{R_{p_kp_k}}=d_id_j\,\frac{2y}{(x_i+y)(x_j+y)}.$$
Subtracting this from $R_{ij}$ leaves $d_id_j$ times
$$\frac1{x_i+x_j}-\frac{2y}{(x_i+y)(x_j+y)}=\frac{(x_i-y)(x_j-y)}{(x_i+x_j)(x_i+y)(x_j+y)},$$
because $(x_i+y)(x_j+y)-2y(x_i+x_j)=(x_i-y)(x_j-y)$. These are the factors that turn $d^{(k)}$ into $d^{(k+1)}$.

The induction below keeps $i,j$ general, because a step also uses entries in the pivot row and column. `field_simp` clears the denominators and `ring` checks the polynomial identity.

```lean
/-- For positive gaps and distinct pivot gaps, the residual is the denominator matrix with its
rows and columns scaled by the damping. -/
theorem residual_eq_damping (hx : ∀ i, 0 < x i) (hp : DistinctPivots x p k) (i j : ι) :
    residual x p k i j = damping x p k i * damping x p k j / (x i + x j) := by
  induction k generalizing i j with
  | zero => simp [residual, denominatorMatrix, damping]
  | succ k ih =>
    have ih' := ih (fun m hm => hp m (by omega))
    have hF : damping x p k (p k) ≠ 0 := damping_ne_zero hx (hp k (by omega))
    have hs : ∀ i, damping x p (k + 1) i
        = damping x p k i * ((x i - x (p k)) / (x i + x (p k))) :=
      fun i => Finset.prod_range_succ (fun m => (x i - x (p m)) / (x i + x (p m))) k
    have step : residual x p (k + 1) i j = residual x p k i j
        - residual x p k i (p k) * residual x p k (p k) j / residual x p k (p k) (p k) := rfl
    rw [step]
    simp only [ih', hs]
    have h1 : x i + x j ≠ 0 := (add_pos (hx i) (hx j)).ne'
    have h2 : x i + x (p k) ≠ 0 := (add_pos (hx i) (hx (p k))).ne'
    have h3 : x j + x (p k) ≠ 0 := (add_pos (hx j) (hx (p k))).ne'
    have hy : x (p k) ≠ 0 := (hx (p k)).ne'
    -- the pivot's own damping cancels, and a rational identity in three gaps remains
    rw [add_comm (x (p k)) (x j), ← two_mul (x (p k))]
    field_simp
    ring
```

Merging the two products gives
$$R^{(k)}_{ij}=\frac1{x_i+x_j}\prod_{m<k}\frac{(x_i-y_m)(x_j-y_m)}{(x_i+y_m)(x_j+y_m)}.$$

```lean
/-- For positive gaps and distinct pivot gaps, the residual entry `(i, j)` is `1 / (x i + x j)`
times the product of `(x i - y) (x j - y) / ((x i + y) (x j + y))` over the first `k` pivot gaps
`y`. -/
theorem residual_eq (hx : ∀ i, 0 < x i) (hp : DistinctPivots x p k) (i j : ι) :
    residual x p k i j = 1 / (x i + x j) * ∏ m ∈ Finset.range k,
      ((x i - x (p m)) * (x j - x (p m))) / ((x i + x (p m)) * (x j + x (p m))) := by
  rw [residual_eq_damping hx hp]
  simp only [damping, ← Finset.prod_mul_distrib, div_mul_div_comm]
  ring
```

On the diagonal at the next pivot, the formula reads $R^{(k)}_{p_kp_k}=(d^{(k)}_{p_k})^2/(2y_k)>0$. Each step therefore divides by a positive number, and the square roots in the Cholesky vectors are real and nonzero.

```lean
/-- For positive gaps, the next pivot value is positive as long as its gap and the earlier pivot
gaps are distinct. -/
theorem pivot_pos (hx : ∀ i, 0 < x i) (hp : DistinctPivots x p (k + 1)) :
    0 < residual x p k (p k) (p k) := by
  rw [residual_eq_damping hx (fun m hm => hp m (by omega))]
  exact div_pos (mul_self_pos.mpr (damping_ne_zero hx (hp k (by omega))))
    (add_pos (hx _) (hx _))
```

## Exponential decay on a positive interval

Let $u,v\in[a,b]$ with $a>0$, and take $u\ge v$; the other case follows by exchange. Then
$$(b-a)(u+v)-(u-v)(b+a)=2(bv-au)\ge0,$$
since $bv\ge ab\ge au$. Hence $|u-v|/(u+v)\le r$ with $r=(b-a)/(b+a)$. The formal proof splits on the sign of $u-v$ and gives `nlinarith` the products needed for this inequality.

```lean
/-- For two gaps `u`, `v` in `[a, b]` with `a > 0`, the factor `(u - v) / (u + v)` is at most
`(b - a) / (b + a)` in modulus. -/
theorem factor_le (ha : 0 < a) {u v : ℝ} (hu : u ∈ Set.Icc a b) (hv : v ∈ Set.Icc a b) :
    |(u - v) / (u + v)| ≤ (b - a) / (b + a) := by
  obtain ⟨hu1, hu2⟩ := hu
  obtain ⟨hv1, hv2⟩ := hv
  have huv : 0 < u + v := by linarith
  have hba : 0 < b + a := by linarith
  have hb : 0 ≤ b := by linarith
  rw [abs_div, abs_of_pos huv, div_le_div_iff₀ huv hba]
  rcases abs_cases (u - v) with ⟨h, _⟩ | ⟨h, _⟩ <;> rw [h] <;>
    nlinarith [mul_nonneg ha.le (sub_nonneg.mpr hu2), mul_nonneg ha.le (sub_nonneg.mpr hv2),
      mul_nonneg hb (sub_nonneg.mpr hu1), mul_nonneg hb (sub_nonneg.mpr hv1)]
```

Each damping is a product of $k$ such factors, so $|d^{(k)}_i|\le r^k$. With $x_i+x_j\ge2a$,
$$|R^{(k)}_{ij}|\le\frac{r^{2k}}{2a}.$$
The number of excitations does not enter. The ratio $b/a$ does: $r$ approaches 1 when the smallest gap is tiny compared with the largest.

```lean
/-- If all gaps lie in `[a, b]` with `a > 0`, then after `k` Cholesky steps on distinct gaps every
residual entry is at most `((b - a) / (b + a)) ^ (2 k) / (2 a)` in modulus. -/
theorem abs_residual_le (ha : 0 < a) (hab : ∀ i, x i ∈ Set.Icc a b)
    (hp : DistinctPivots x p k) (i j : ι) :
    |residual x p k i j| ≤ ((b - a) / (b + a)) ^ (2 * k) / (2 * a) := by
  have hx : ∀ i, 0 < x i := fun i => ha.trans_le (hab i).1
  have hr : 0 ≤ (b - a) / (b + a) := (abs_nonneg _).trans (factor_le ha (hab i) (hab j))
  -- k factors for the row and k for the column
  have hd : ∀ i, |damping x p k i| ≤ ((b - a) / (b + a)) ^ k := by
    intro i
    unfold damping
    rw [Finset.abs_prod]
    calc _ ≤ ∏ _m ∈ Finset.range k, (b - a) / (b + a) :=
          Finset.prod_le_prod (fun _ _ => abs_nonneg _)
            (fun m _ => factor_le ha (hab i) (hab (p m)))
      _ = _ := by rw [Finset.prod_const, Finset.card_range]
  rw [residual_eq_damping hx hp, abs_div, abs_mul, abs_of_pos (add_pos (hx i) (hx j)),
    two_mul k, pow_add]
  exact div_le_div₀ (mul_nonneg (pow_nonneg hr k) (pow_nonneg hr k))
    (mul_le_mul (hd i) (hd j) (abs_nonneg _) (pow_nonneg hr k)) (by linarith)
    (by linarith [(hab i).1, (hab j).1])
```

For two gaps $a,b$ and one step on $b$, the diagonal entry left at $a$ is
$$\left(\frac{a-b}{a+b}\right)^2\frac1{2a},$$
which equals the bound. This settles sharpness for $k=1$ only. In the code, index `0` carries the gap $a$ and index `1` carries $b$.

```lean
/-- For two positive gaps `a` and `b`, one Cholesky step on `b` leaves at `a` a diagonal entry
equal to `((b - a) / (b + a)) ^ 2 / (2 a)`. -/
theorem bound_attained (ha : 0 < a) (hb : 0 < b) :
    residual ![a, b] (fun _ => 1) 1 0 0 = ((b - a) / (b + a)) ^ (2 * 1) / (2 * a) := by
  have hx : ∀ i, 0 < ![a, b] i := by
    intro i
    fin_cases i <;> simp [ha, hb]
  have hd : damping ![a, b] (fun _ => 1) 1 0 = (a - b) / (a + b) := by simp [damping]
  rw [residual_eq_damping hx (fun m hm l hl => absurd hl (by omega)), hd]
  change (a - b) / (a + b) * ((a - b) / (a + b)) / (a + a) = _
  ring
```

## From the matrix to the MP2 energy

Each step moves exactly $L^{(k)}_iL^{(k)}_j$ from the residual to the sum: the residual is symmetric, and the square root squares back to the positive pivot value. By induction,
$$M_{ij}=\sum_{m<k}L^{(m)}_iL^{(m)}_j+R^{(k)}_{ij}.$$

```lean
/-- For positive gaps and distinct pivot gaps, the denominator matrix is the sum of `k` products
of Cholesky vectors plus the residual. -/
theorem denominator_split (hx : ∀ i, 0 < x i) (hp : DistinctPivots x p k) (i j : ι) :
    denominatorMatrix x i j = lowRank x p k i j + residual x p k i j := by
  induction k with
  | zero => simp [lowRank, residual]
  | succ k ih =>
    have hp' : DistinctPivots x p k := fun m hm => hp m (by omega)
    have hsymm : residual x p k (p k) j = residual x p k j (p k) := by
      rw [residual_eq_damping hx hp', residual_eq_damping hx hp']
      ring
    have hL : choleskyVector x p k i * choleskyVector x p k j
        = residual x p k i (p k) * residual x p k (p k) j / residual x p k (p k) (p k) := by
      unfold choleskyVector
      rw [div_mul_div_comm, Real.mul_self_sqrt (pivot_pos hx hp).le, hsymm]
    have hsum : lowRank x p (k + 1) i j
        = lowRank x p k i j + choleskyVector x p k i * choleskyVector x p k j :=
      Finset.sum_range_succ (fun m => choleskyVector x p m i * choleskyVector x p m j) k
    have step : residual x p (k + 1) i j = residual x p k i j
        - residual x p k i (p k) * residual x p k (p k) j / residual x p k (p k) (p k) := rfl
    rw [hsum]
    linear_combination ih hp' - hL - step
```

An excitation is now a pair $s$ of an occupied orbital (type `O`) and a virtual orbital (type `V`), with gap $x_s$.

```lean
variable {O V : Type*}

/-- The gap of the excitation from an occupied to a virtual orbital. -/
def gap (eo : O → ℝ) (ev : V → ℝ) (s : O × V) : ℝ := ev s.2 - eo s.1
```

For $s=(i,a)$ and $t=(j,b)$, where the letters temporarily label orbitals, the numerator is
$$w_{st}=(ia|jb)\,[\,2(ia|jb)-(ib|ja)\,].$$
The array `g` holds the integrals in this charge-density ordering.

```lean
/-- The closed-shell MP2 numerator `(ia|jb) (2 (ia|jb) - (ib|ja))` for real orbitals. -/
def weight (g : O → V → O → V → ℝ) (s t : O × V) : ℝ :=
  g s.1 s.2 t.1 t.2 * (2 * g s.1 s.2 t.1 t.2 - g s.1 t.2 t.1 s.2)
```

The energy is a linear functional of the denominator matrix, $E[D]=-\sum_{s,t}w_{st}D_{st}$, over finitely many orbitals.

```lean
/-- The closed-shell MP2 energy expression, with the matrix `D` in place of the inverse energy
denominators. -/
def mp2Energy [Fintype O] [Fintype V] (g : O → V → O → V → ℝ)
    (D : Matrix (O × V) (O × V) ℝ) : ℝ := -∑ s, ∑ t, weight g s t * D s t
```

By linearity, the compression error is $-\sum_{s,t}w_{st}R^{(k)}_{st}$. The triangle inequality and the entrywise bound give
$$\bigl|E[M]-E[L]\bigr|\le\frac{r^{2k}}{2a}\sum_{s,t}|w_{st}|,$$
where $L$ is the compressed matrix and $a,b$ are again the gap bounds. For closed-shell MP2 with real orbitals in a finite basis, this gives a number of Cholesky vectors that suffices for a target accuracy, provided there are that many distinct gaps; if there are fewer, using each distinct gap once makes the compression exact. Well-chosen pivots can reach the same accuracy with fewer vectors than the bound suggests. The sum of moduli depends on the system and generally grows with its size.

The theorem accepts any real array `g` and any orbital energies whose gaps lie in $[a,b]$. To read $E[M]$ as the MP2 correlation energy of a closed-shell molecule, which is added to its Hartree–Fock energy, one must supply integrals and energies from its canonical Hartree–Fock orbitals.

```lean
/-- If all excitation gaps lie in `[a, b]` with `a > 0`, replacing the MP2 denominators by `k`
Cholesky products on distinct gaps changes the energy by at most
`((b - a) / (b + a)) ^ (2 k) / (2 a)` times the sum of the moduli of the numerators. -/
theorem mp2_error_le [Fintype O] [Fintype V] (g : O → V → O → V → ℝ) {eo : O → ℝ} {ev : V → ℝ}
    {p : ℕ → O × V} (ha : 0 < a) (hab : ∀ s, gap eo ev s ∈ Set.Icc a b)
    (hp : DistinctPivots (gap eo ev) p k) :
    |mp2Energy g (denominatorMatrix (gap eo ev)) - mp2Energy g (lowRank (gap eo ev) p k)|
      ≤ ((b - a) / (b + a)) ^ (2 * k) / (2 * a) * ∑ s, ∑ t, |weight g s t| := by
  have hx : ∀ s, 0 < gap eo ev s := fun s => ha.trans_le (hab s).1
  -- the energy error is the energy expression evaluated on the residual
  have hE : mp2Energy g (denominatorMatrix (gap eo ev)) - mp2Energy g (lowRank (gap eo ev) p k)
      = -∑ s, ∑ t, weight g s t * residual (gap eo ev) p k s t := by
    simp only [mp2Energy, denominator_split hx hp, mul_add, Finset.sum_add_distrib]
    ring
  rw [hE, abs_neg, Finset.mul_sum]
  refine (Finset.abs_sum_le_sum_abs _ _).trans (Finset.sum_le_sum fun s _ => ?_)
  rw [Finset.mul_sum]
  refine (Finset.abs_sum_le_sum_abs _ _).trans (Finset.sum_le_sum fun t _ => ?_)
  rw [abs_mul]
  exact (mul_le_mul_of_nonneg_left (abs_residual_le ha hab hp s t)
    (abs_nonneg (weight g s t))).trans_eq (mul_comm _ _)

end

end CholeskyMP2Denominators
```

```lean
#print axioms CholeskyMP2Denominators.residual_eq
-- 'CholeskyMP2Denominators.residual_eq' depends on axioms: [propext, Classical.choice, Quot.sound]
#print axioms CholeskyMP2Denominators.bound_attained
-- 'CholeskyMP2Denominators.bound_attained' depends on axioms: [propext, Classical.choice, Quot.sound]
#print axioms CholeskyMP2Denominators.denominator_split
-- 'CholeskyMP2Denominators.denominator_split' depends on axioms: [propext, Classical.choice, Quot.sound]
#print axioms CholeskyMP2Denominators.mp2_error_le
-- 'CholeskyMP2Denominators.mp2_error_le' depends on axioms: [propext, Classical.choice, Quot.sound]
```

The residual could also have been defined in one stroke as a Schur complement, $M-M_{\cdot P}(M_{PP})^{-1}M_{P\cdot}$, with $P$ the set of pivots. That form makes its independence of the pivot order visible, but it requires the invertibility of the whole pivot block in place of one positive number per step. The recursion used here stays closer to the algorithm that produces the vectors.
